# Thermal averages for a rotating two-mode oscillator from geometrically weighted sums

The states of a single oscillator with two independent modes are labelled by occupation numbers (a, b), with energy w(a + b + 1) and angular momentum a − b in units where ħ = 1. In a frame rotating at angular velocity Ω, with |Ω| < w and β > 0, let p = exp(−β(w − Ω)) and r = exp(−β(w + Ω)). The theorem `average_eq` says that if the sum of f(a, b) pᵃ rᵇ over all states converges to T, then the normalised thermal average of the diagonal observable f is T(1 − p)(1 − r). The proof bounds p and r below 1, sums the two geometric series to get the partition function, and cancels the zero-point factor exp(−βw) between numerator and denominator.

This version doesn't compile in Lean 4 with Mathlib:

```lean
import Mathlib

open Filter Topology

namespace RotatingOscillator

noncomputable section

/-- Angular momentum `a - b` of the state `(a, b)`, in units of ħ. -/
def angMom (s : ℕ × ℕ) : ℝ := (s.1 : ℝ) - s.2

/-- Energy `a + b + 1` of the state `(a, b)`, in units of the oscillator quantum. -/
def quanta (s : ℕ × ℕ) : ℝ := (s.1 : ℝ) + s.2 + 1

/-- Boltzmann weight of a state in a frame rotating at angular velocity `Ω`. -/
def boltzmann (β w Ω : ℝ) (s : ℕ × ℕ) : ℝ :=
  Real.exp (-β * (w * quanta s - Ω * angMom s))

/-- Thermal average of an observable diagonal in the states `(a, b)`,
for `β > 0` and `|Ω| < w`. -/
def average (β w Ω : ℝ) (f : ℕ × ℕ → ℝ) : ℝ :=
  (∑' s, f s * boltzmann β w Ω s) / ∑' s, boltzmann β w Ω s

/-- Sums of nonnegative terms over two independent modes factorise. -/
theorem hasSum_modes {f g : ℕ → ℝ} {x y : ℝ} (hf : HasSum f x) (hg : HasSum g y)
    (hf0 : ∀ n, 0 ≤ f n) (hg0 : ∀ n, 0 ≤ g n) :
    HasSum (fun s : ℕ × ℕ => f s.1 * g s.2) (x * y) :=
  hf.mul hg (hf.summable.mul_of_nonneg hg.summable hf0 hg0)

/-- The Boltzmann weight is a zero-point factor times one geometric weight per mode, with
level spacings `w - Ω` and `w + Ω`. -/
theorem boltzmann_factor (β w Ω : ℝ) (s : ℕ × ℕ) :
    boltzmann β w Ω s = Real.exp (-(β * w)) *
      (Real.exp (-(β * (w - Ω))) ^ s.1 * Real.exp (-(β * (w + Ω))) ^ s.2) := by
  rw [← Real.exp_nat_mul, ← Real.exp_nat_mul, ← Real.exp_add, ← Real.exp_add]
  unfold boltzmann quanta angMom
  congr 1
  ring

/-- A thermal average is the sum over the two geometric weights, divided by the product of
the two single-mode partition sums. -/
theorem average_eq {β w Ω T : ℝ} {f g : ℕ × ℕ → ℝ} (hβ : 0 < β) (hΩ : |Ω| < w)
    (hT : HasSum g T) (hg : ∀ s, g s = f s *
      (Real.exp (-(β * (w - Ω))) ^ s.1 * Real.exp (-(β * (w + Ω))) ^ s.2)) :
    average β w Ω f =
      T * ((1 - Real.exp (-(β * (w - Ω)))) * (1 - Real.exp (-(β * (w + Ω))))) := by
  obtain ⟨h1, h2⟩ := abs_lt.mp hΩ
  have hp : Real.exp (-(β * (w - Ω))) < 1 :=
    Real.exp_lt_one (neg_neg_of_pos (mul_pos hβ (by linarith)))
  have hr : Real.exp (-(β * (w + Ω))) < 1 :=
    Real.exp_lt_one (neg_neg_of_pos (mul_pos hβ (by linarith)))
  have hZ := (hasSum_modes (hasSum_geometric_of_lt_one (Real.exp_pos _).le hp)
    (hasSum_geometric_of_lt_one (Real.exp_pos _).le hr)
    (fun n => pow_nonneg (Real.exp_pos _).le n)
    (fun n => pow_nonneg (Real.exp_pos _).le n)).mul_left (Real.exp (-(β * w)))
  have hN := hT.mul_left (Real.exp (-(β * w)))
  unfold average
  rw [tsum_congr (fun s => boltzmann_factor β w Ω s), hZ.tsum_eq,
    tsum_congr (fun s => show f s * boltzmann β w Ω s = Real.exp (-(β * w)) * g s by
      rw [boltzmann_factor, hg]; ring), hN.tsum_eq,
    mul_div_mul_left _ _ (Real.exp_pos _).ne', ← mul_inv, div_inv_eq_mul]

end

end RotatingOscillator
```

Messages:

```
Main.lean:49:4: error(lean.unknownIdentifier): Unknown constant `Real.exp_lt_one`
Main.lean:51:4: error(lean.unknownIdentifier): Unknown constant `Real.exp_lt_one`
```

What went wrong. Both messages say that Lean knows no constant called `Real.exp_lt_one`. The proof calls it twice, in `hp` and `hr`, to pass from a negative exponent to an exponential below 1. The mathematics of that step is sound, but the name refers to nothing in the Mathlib being used.

The repair uses `Real.exp_lt_one_iff`, which states the same fact as an equivalence: the exponential of x is less than 1 exactly when x is negative. Because it is an equivalence and not an implication, it can't be applied directly to a proof that the exponent is negative. Its reverse direction, `.mpr`, takes such a proof and returns the bound. The argument built with `neg_neg_of_pos` already had the right form, so it stays as it was in both places.

This version goes through:

```diff
@@ -47,7 +47,7 @@
   obtain ⟨h1, h2⟩ := abs_lt.mp hΩ
   have hp : Real.exp (-(β * (w - Ω))) < 1 :=
-    Real.exp_lt_one (neg_neg_of_pos (mul_pos hβ (by linarith)))
+    Real.exp_lt_one_iff.mpr (neg_neg_of_pos (mul_pos hβ (by linarith)))
   have hr : Real.exp (-(β * (w + Ω))) < 1 :=
-    Real.exp_lt_one (neg_neg_of_pos (mul_pos hβ (by linarith)))
+    Real.exp_lt_one_iff.mpr (neg_neg_of_pos (mul_pos hβ (by linarith)))
   have hZ := (hasSum_modes (hasSum_geometric_of_lt_one (Real.exp_pos _).le hp)
     (hasSum_geometric_of_lt_one (Real.exp_pos _).le hr)
```
